# The planar SOAP bispectrum kernel as the rotational average of a cubed overlap

## Densities as coefficient arrays

A planar density is represented here by its array of expansion coefficients, not by a function on the plane. Each coefficient $c(n,m)$ belongs to a channel: a radial label $n$ and an integer angular momentum $m$. In this representation a rotation by the angle $t$ is a multiplication by phases,

$$d(n,m)\;\mapsto\; d(n,m)\,e^{imt}.$$

The picture behind this is an expansion in orthonormal functions $g_n(r)\,e^{im\varphi}/\sqrt{2\pi}$. The overlap integral of one density with a rotated copy of another is then

$$S(t)=\sum_{(n,m)}\overline{c(n,m)}\,d(n,m)\,e^{imt}.$$

The density $c$ has finitely many nonzero coefficients, as in any truncated basis, so the sum is finite whatever $d$ is. The opposite sign convention for the rotation replaces $t$ by $-t$ and leaves averages over a full turn unchanged.

A similarity measure for atomic environments should not depend on their orientation. SOAP kernels achieve this by averaging a power of the overlap over rotations. In three dimensions the average runs over all spatial rotations, and for the cube it brings in Clebsch–Gordan coefficients; in the plane there is one angle, and the only coupling rule is that angular momenta add.

## From the average to the invariants

Write $\langle f\rangle=\frac{1}{2\pi}\int_0^{2\pi}f(t)\,dt$. For $m=0$ the harmonic $e^{imt}$ equals one, and so does its average. For any other integer $m$,

$$\langle e^{imt}\rangle=\frac{e^{2\pi i m}-1}{2\pi i m}=0.$$

Now take a tuple of channels $k=(k_0,\dots,k_{\nu-1})$ with $k_i=(n_i,m_i)$, and let $M_k=\sum_i m_i$. Multiplying out the power gives

$$S(t)^\nu=\sum_k\Big(\prod_i\overline{c(k_i)}\Big)\Big(\prod_i d(k_i)\Big)e^{iM_kt},$$

where every $k_i$ runs over the channels in which $c$ is nonzero. Averaging term by term keeps only the tuples with $M_k=0$. Define the order-$\nu$ spectrum by

$$B_c(k)=\begin{cases}\prod_i c(k_i), & M_k=0,\\ 0, & M_k\neq 0.\end{cases}$$

Then

$$\langle S^\nu\rangle=\sum_k\overline{B_c(k)}\,B_d(k).$$

For $\nu=3$ the spectrum is the bispectrum, with the restriction $m_0+m_1+m_2=0$. For $d=c$ each term is $|B_c(k)|^2$, so the average is real and non-negative even where $S(t)^\nu$ is complex.

The spectra are themselves invariant. Rotating $d$ multiplies $\prod_i d(k_i)$ by $e^{iM_kt}$, which is one whenever the product is kept.

The lowest orders are quick to check. For $\nu=0$ both sides are one, since the only tuple is the empty one. For $\nu=1$ the formula reads $\langle S\rangle=\sum_n\overline{c(n,0)}\,d(n,0)$: only the isotropic parts of the densities are compared.

## Two densities that the power spectrum confuses

The power spectrum $c(n,m)\,\overline{c(n',m)}$ pairs coefficients of equal angular momentum, so it loses the relative phase between different values of $|m|$. Take one radial channel, coefficient $1$ at $m=\pm1$, coefficient $\sigma$ at $m=\pm2$, and nothing else. The choices $\sigma=1$ and $\sigma=-1$ give the same power spectrum, because $\sigma\bar\sigma=1$ in both cases.

At angular momenta $(1,1,-2)$ the bispectrum is $1\cdot1\cdot\sigma=\sigma$, hence $1$ for one density and $-1$ for the other. A rotation would preserve it, so no rotation connects the two. These arrays have norm $2$; after normalisation the two bispectrum values are $\pm1/8$. Without an $m=0$ part, neither array describes a non-negative density. If the radial function is non-negative, giving both arrays the coefficient $4$ at $m=0$ makes both densities non-negative; before normalisation, their power spectra still agree and their bispectrum values at $(1,1,-2)$ are still $\pm1$.

## The averages in a kernel code

For planar environments in a truncated basis, the cubic identity turns an orientation-averaged kernel into a dot product. A code can compute the bispectrum once per environment and then compare environments without any integration over angles. It needs to loop only over two channels and the radial label of the third, since $m_2=-m_0-m_1$. The sum runs over ordered triples, so a code that stores each unordered triple once must weight it by its number of distinct orderings.

The angular average also provides a test of such a code. If $|m|\le L$ in every channel where $c$ is nonzero, $S^3$ contains harmonics up to $3L$, and the mean over the $3L+1$ angles $2\pi j/(3L+1)$, $j=0,\dots,3L$, reproduces its average up to rounding.

## The statement in Lean

The type `ι` holds the radial labels and may be any type. A channel is an element of `ι × ℤ`. The declaration `c : ι × ℤ →₀ ℂ` says that $c$ has finite support, while `d : ι × ℤ → ℂ` is unrestricted. The definitions `rotate`, `overlap` and `rotationAverage` are the phase multiplication, $S(t)$ and $\langle\,\cdot\,\rangle$.

A tuple of channels is a function `k : Fin ν → ι × ℤ`, numbered from zero, and `multispectrum c k` is $B_c(k)$. The set `Fintype.piFinset (fun _ : Fin ν => c.support)` contains the tuples whose entries all lie in the support of $c$.

The general identity is `average_overlap_pow`, and `average_overlap_cube` is the bispectrum kernel. Both concern powers of the complex number $S(t)$, not of its modulus. The expansion of an actual density in basis functions, and the orthonormality that turns the overlap integral into $S(t)$, belong to the interpretation and do not enter the file. The last theorem, `same_power_spectrum_not_rotated`, concerns one pair of densities; it does not say that the bispectrum separates every pair not related by a rotation.

## The complete file

```lean
import Mathlib

open ComplexConjugate

namespace PlanarSoapBispectrum

noncomputable section

variable {ι : Type*}

/-- Rotation of a planar density by the angle `t`: the coefficient of radial channel `n` and
angular momentum `m` is multiplied by `exp(imt)`. -/
def rotate (t : ℝ) (d : ι × ℤ → ℂ) : ι × ℤ → ℂ :=
  fun p => d p * Complex.exp (Complex.I * (p.2 : ℂ) * (t : ℂ))

/-- The overlap `S(t)` of a density `c` with finitely many nonzero coefficients and the density
`d` rotated by `t`. -/
def overlap (c : ι × ℤ →₀ ℂ) (d : ι × ℤ → ℂ) (t : ℝ) : ℂ :=
  ∑ p ∈ c.support, conj (c p) * rotate t d p

/-- The average of a function of the rotation angle over one full turn. -/
def rotationAverage (f : ℝ → ℂ) : ℂ :=
  (1 / (2 * (Real.pi : ℂ))) * ∫ t in (0 : ℝ)..(2 * Real.pi), f t

/-- The spectrum of order `ν`: the product of `ν` coefficients, kept only if their angular
momenta add up to zero. -/
def multispectrum {ν : ℕ} (c : ι × ℤ → ℂ) (k : Fin ν → ι × ℤ) : ℂ :=
  if ∑ i, (k i).2 = 0 then ∏ i, c (k i) else 0

/-- The bispectrum: the product of three coefficients, kept only if `p.2 + q.2 + r.2 = 0`. -/
def bispectrum (c : ι × ℤ → ℂ) (p q r : ι × ℤ) : ℂ :=
  if p.2 + q.2 + r.2 = 0 then c p * c q * c r else 0

/-- The harmonic `exp(imt)` averages to one over a full turn if `m = 0`, and to zero for every
other integer `m`. -/
theorem rotationAverage_harmonic (m : ℤ) :
    rotationAverage (fun t => Complex.exp (Complex.I * (m : ℂ) * (t : ℂ))) =
      if m = 0 then 1 else 0 := by
  have hpi : (Real.pi : ℂ) ≠ 0 := by exact_mod_cast Real.pi_ne_zero
  unfold rotationAverage
  split_ifs with h
  · subst h
    have h1 : ∫ t in (0 : ℝ)..(2 * Real.pi),
        Complex.exp (Complex.I * ((0 : ℤ) : ℂ) * (t : ℂ)) = 2 * (Real.pi : ℂ) := by simp
    rw [h1]
    field_simp
  · have hc : Complex.I * (m : ℂ) ≠ 0 :=
      mul_ne_zero Complex.I_ne_zero (by exact_mod_cast h)
    -- the harmonic returns to its initial value after a full turn
    have e : Complex.exp (Complex.I * (m : ℂ) * ((2 * Real.pi : ℝ) : ℂ)) = 1 := by
      rw [show Complex.I * (m : ℂ) * ((2 * Real.pi : ℝ) : ℂ)
        = (m : ℂ) * (2 * (Real.pi : ℂ) * Complex.I) by push_cast; ring]
      exact Complex.exp_int_mul_two_pi_mul_I m
    rw [integral_exp_mul_complex hc, e]
    simp

/-- Under a rotation, a product of coefficients acquires the phase of its total angular
momentum. -/
theorem prod_rotate {ν : ℕ} (t : ℝ) (d : ι × ℤ → ℂ) (k : Fin ν → ι × ℤ) :
    ∏ i, rotate t d (k i) =
      (∏ i, d (k i)) * Complex.exp (Complex.I * ((∑ i, (k i).2 : ℤ) : ℂ) * (t : ℂ)) := by
  simp only [rotate, Finset.prod_mul_distrib, ← Complex.exp_sum]
  congr 2
  push_cast
  rw [Finset.mul_sum, Finset.sum_mul]

/-- The spectrum of every order is unchanged when the density is rotated. -/
theorem multispectrum_rotate {ν : ℕ} (t : ℝ) (d : ι × ℤ → ℂ) (k : Fin ν → ι × ℤ) :
    multispectrum (rotate t d) k = multispectrum d k := by
  unfold multispectrum
  split_ifs with h
  · rw [prod_rotate, h]
    simp
  · rfl

/-- The rotational average of `S(t)^ν` is the inner product of the order-`ν` spectra of the two
densities. -/
theorem average_overlap_pow (ν : ℕ) (c : ι × ℤ →₀ ℂ) (d : ι × ℤ → ℂ) :
    rotationAverage (fun t => overlap c d t ^ ν) =
      ∑ k ∈ Fintype.piFinset (fun _ : Fin ν => c.support),
        conj (multispectrum c k) * multispectrum d k := by
  -- expand the power into a sum over `ν`-tuples of channels
  have expand : ∀ t : ℝ, overlap c d t ^ ν =
      ∑ k ∈ Fintype.piFinset (fun _ : Fin ν => c.support),
        (conj (∏ i, c (k i)) * ∏ i, d (k i)) *
          Complex.exp (Complex.I * ((∑ i, (k i).2 : ℤ) : ℂ) * (t : ℂ)) := by
    intro t
    calc overlap c d t ^ ν = ∏ _i : Fin ν, overlap c d t := by simp
      _ = ∑ k ∈ Fintype.piFinset (fun _ : Fin ν => c.support),
            ∏ i, (conj (c (k i)) * rotate t d (k i)) := by
          simp only [overlap]
          rw [Finset.prod_univ_sum]
      _ = _ := by
          refine Finset.sum_congr rfl fun k _ => ?_
          rw [Finset.prod_mul_distrib, prod_rotate, map_prod]
          ring
  unfold rotationAverage
  simp_rw [expand]
  rw [intervalIntegral.integral_finsetSum
    (fun k _ => Continuous.intervalIntegrable (by fun_prop) _ _), Finset.mul_sum]
  refine Finset.sum_congr rfl fun k _ => ?_
  -- only tuples of zero total angular momentum survive the average
  have h := rotationAverage_harmonic (∑ i, (k i).2)
  unfold rotationAverage at h
  rw [intervalIntegral.integral_const_mul, mul_left_comm, h]
  unfold multispectrum
  split_ifs <;> simp

/-- The spectrum of order three is the bispectrum. -/
theorem multispectrum_three (c : ι × ℤ → ℂ) (k : Fin 3 → ι × ℤ) :
    multispectrum c k = bispectrum c (k 0) (k 1) (k 2) := by
  simp only [multispectrum, bispectrum, Fin.sum_univ_three, Fin.prod_univ_three]

/-- Planar SOAP bispectrum kernel: the rotational average of `S(t)^3` is the inner product of the
bispectra, summed over all triples of channels in which `c` is nonzero. -/
theorem average_overlap_cube (c : ι × ℤ →₀ ℂ) (d : ι × ℤ → ℂ) :
    rotationAverage (fun t => overlap c d t ^ 3) =
      ∑ k ∈ Fintype.piFinset (fun _ : Fin 3 => c.support),
        conj (bispectrum c (k 0) (k 1) (k 2)) * bispectrum d (k 0) (k 1) (k 2) := by
  rw [average_overlap_pow]
  exact Finset.sum_congr rfl fun k _ => by
    rw [multispectrum_three, multispectrum_three]

/-- For the overlap of a density with its own rotated copy, the average of `S(t)^ν` is the sum of
the squared moduli of its order-`ν` spectrum. -/
theorem average_self_overlap_pow (ν : ℕ) (c : ι × ℤ →₀ ℂ) :
    rotationAverage (fun t => overlap c c t ^ ν) =
      ((∑ k ∈ Fintype.piFinset (fun _ : Fin ν => c.support),
        ‖multispectrum c k‖ ^ 2 : ℝ) : ℂ) := by
  rw [average_overlap_pow]
  push_cast
  exact Finset.sum_congr rfl fun k _ => Complex.conj_mul' _

/-- A density with one radial channel, coefficient `1` at `m = ±1`, coefficient `σ` at `m = ±2`,
and no other harmonics. -/
def twoHarmonics (σ : ℂ) : Unit × ℤ → ℂ :=
  fun p => if p.2.natAbs = 1 then 1 else if p.2.natAbs = 2 then σ else 0

/-- The bispectrum of the two-harmonic density at angular momenta `(1, 1, -2)` is the
coefficient `σ`. -/
theorem bispectrum_twoHarmonics (σ : ℂ) :
    bispectrum (twoHarmonics σ) ((), 1) ((), 1) ((), -2) = σ := by
  norm_num [bispectrum, twoHarmonics]

/-- The two-harmonic densities with `σ = 1` and `σ = -1` have the same power spectrum, yet no
rotation carries the first into the second. -/
theorem same_power_spectrum_not_rotated :
    (∀ (n n' : Unit) (m : ℤ),
      twoHarmonics 1 (n, m) * conj (twoHarmonics 1 (n', m)) =
        twoHarmonics (-1) (n, m) * conj (twoHarmonics (-1) (n', m))) ∧
    ∀ t : ℝ, rotate t (twoHarmonics 1) ≠ twoHarmonics (-1) := by
  constructor
  · intro n n' m
    simp only [twoHarmonics]
    split_ifs <;> simp
  · intro t h
    -- a rotation would preserve the bispectrum at `(1, 1, -2)`, which is `1` for one and `-1` for the other
    have key := multispectrum_rotate t (twoHarmonics 1) ![((), 1), ((), 1), ((), -2)]
    rw [h, multispectrum_three, multispectrum_three] at key
    have key' : bispectrum (twoHarmonics (-1)) ((), 1) ((), 1) ((), -2) =
        bispectrum (twoHarmonics 1) ((), 1) ((), 1) ((), -2) := key
    rw [bispectrum_twoHarmonics, bispectrum_twoHarmonics] at key'
    norm_num at key'

end

end PlanarSoapBispectrum
```

```lean
#print axioms PlanarSoapBispectrum.average_overlap_cube
#print axioms PlanarSoapBispectrum.average_self_overlap_pow
#print axioms PlanarSoapBispectrum.same_power_spectrum_not_rotated
```

```
'PlanarSoapBispectrum.average_overlap_cube' depends on axioms: [propext, Classical.choice, Quot.sound]
'PlanarSoapBispectrum.average_self_overlap_pow' depends on axioms: [propext, Classical.choice, Quot.sound]
'PlanarSoapBispectrum.same_power_spectrum_not_rotated' depends on axioms: [propext, Classical.choice, Quot.sound]
```

## The proof, lemma by lemma

`rotationAverage_harmonic` splits on whether $m=0$. In the nonzero case `integral_exp_mul_complex` supplies the antiderivative, and the intermediate fact `e` states that the harmonic returns to one after a full turn, so the difference of the endpoint values vanishes.

`prod_rotate` collects the phases: `Complex.exp_sum` turns the product of exponentials into the exponential of a sum, whose exponent contains the total angular momentum. `multispectrum_rotate` then treats the two branches of the definition separately. Where the total is zero the phase is one; elsewhere both sides are zero.

`average_overlap_pow` follows the derivation above in three stages.

- The statement `expand` writes the power as a product of $\nu$ equal sums. `Finset.prod_univ_sum` multiplies them out over tuples, and `prod_rotate` extracts the phase of each term.
- `intervalIntegral.integral_finsetSum` exchanges the integral with the finite sum. It requires each term to be integrable, which follows from continuity.
- `rotationAverage_harmonic`, applied to the total angular momentum of each tuple, replaces the remaining integral, taken with its prefactor $1/(2\pi)$, by one or zero. The final case split matches this with the restriction built into both spectra.

The cubic theorem is the case $\nu=3$, with `multispectrum_three` writing the sum and the product over three indices explicitly. `average_self_overlap_pow` sets $d=c$ and uses $\bar z z=|z|^2$ in each term.

For the pair of densities, equality of the power spectra is checked by cases on $|m|$. The second half assumes that some rotation carries one density into the other and applies `multispectrum_rotate` to the triple with angular momenta $(1,1,-2)$. By `bispectrum_twoHarmonics` this would give $-1=1$, which `norm_num` refutes.
